# A nonconstant real harmonic polynomial has no harmonic power of exponent two or higher

Take $p = a + bx$ in one real variable. Its second derivative is zero, but $(p^2)'' = 2b^2$, which vanishes only if $b = 0$. With complex coefficients and two variables, the same computation for $x + \mathrm{i}y$ gives $\Delta (x+\mathrm{i}y)^2 = 2(1 + \mathrm{i}^2) = 0$. The squared slopes now cancel, and a nonconstant polynomial has a harmonic square.

## The Laplacian of a power

Let $p$ be a polynomial in finitely many variables $x_i$, and write $\partial_i$ for the partial derivatives, $\Delta p = \sum_i \partial_i^2 p$ and $G(p) = \sum_i (\partial_i p)^2$, without complex conjugation. For every natural number $n$,

$$\Delta(p^{n+2}) = (n+2)\,p^{n+1}\,\Delta p + (n+2)(n+1)\,p^n\,G(p).$$

## Solid harmonics in a code

A routine that builds the solid harmonics $r^l Y_{ll} \propto (x+\mathrm{i}y)^l$ by repeated multiplication by $x+\mathrm{i}y$ relies on the complex case: every power is again harmonic. The real case matters for densities. For a single Gaussian orbital whose polynomial factor is a real solid harmonic of degree at least one, the square of that factor is never harmonic, so its expansion in solid harmonics must include terms multiplied by powers of $r^2$.

## From the identity to constancy

The chain rule gives $\partial_i p^{n+2} = (n+2)p^{n+1}\partial_i p$. Differentiating again,

$$\partial_i^2 p^{n+2} = (n+2)p^{n+1}\partial_i^2 p + (n+2)(n+1)p^n(\partial_i p)^2,$$

and summing over $i$ gives the identity.

Suppose $p$ and $p^{n+2}$ are both harmonic. Then $(n+2)(n+1)p^n G(p) = 0$. The numerical factor is nonzero, so $p^n = 0$ or $G(p) = 0$. In the first case $p = 0$, and again $G(p) = 0$.

For real $p$, evaluate at a real point $x$: $\sum_i (\partial_i p(x))^2 = 0$ forces each $\partial_i p(x) = 0$. This holds at every point, so each $\partial_i p$ is the zero polynomial.

Let $c_m$ be the coefficient of $p$ at the exponent vector $m$, and $e_i$ the unit vector along $i$. The coefficient of $\partial_i p$ at $m$ is $(m_i+1)\,c_{m+e_i}$. Every nonzero exponent vector has the form $m+e_i$, so its coefficient vanishes and $p$ is constant. Conversely, a constant and its powers are harmonic.

For $\ell = x_i + \mathrm{i}x_j$ with $i \neq j$, the nonzero first derivatives are $1$ and $\mathrm{i}$. Hence $\Delta\ell = 0$ and $G(\ell) = 1 - 1 = 0$, and the identity makes all powers harmonic. Since $\partial_i \ell = 1$, $\ell$ is not constant.

This example shows that, with two or more variables, real coefficients cannot be replaced by complex ones. The condition on the exponent is needed too: for exponent 1, $p = x$ satisfies both harmonicity conditions without being constant.

## The Lean file

```lean
import Mathlib

open MvPolynomial

namespace HarmonicPowers

noncomputable section

variable {σ R : Type*} [Fintype σ] [CommRing R]

/-- The Laplacian of a polynomial: the sum of its second partial derivatives. -/
def laplacian (p : MvPolynomial σ R) : MvPolynomial σ R :=
  ∑ i, pderiv i (pderiv i p)

/-- The squared gradient of a polynomial: the sum of the squares of its first partial
derivatives, without complex conjugation. -/
def gradSq (p : MvPolynomial σ R) : MvPolynomial σ R :=
  ∑ i, (pderiv i p) ^ 2

/-- The linear form `x_i + i x_j` built from two coordinates, with complex coefficients. -/
def isotropicForm (i j : σ) : MvPolynomial σ ℂ :=
  X i + C Complex.I * X j

/-- The Laplacian of a power splits into a term with the Laplacian of `p` and a term with
its squared gradient. -/
theorem laplacian_pow (p : MvPolynomial σ R) (n : ℕ) :
    laplacian (p ^ (n + 2)) =
      ((n : MvPolynomial σ R) + 2) * p ^ (n + 1) * laplacian p
        + ((n : MvPolynomial σ R) + 2) * ((n : MvPolynomial σ R) + 1) * p ^ n * gradSq p := by
  -- the chain rule for one derivative of a power
  have h1 : ∀ (i : σ) (m : ℕ),
      pderiv i (p ^ (m + 1)) = (m + 1) • (p ^ m * pderiv i p) := by
    intro i m
    rw [Derivation.leibniz_pow]
    simp only [Nat.add_sub_cancel, smul_eq_mul]
  -- the second derivative in one direction
  have h2 : ∀ i : σ, pderiv i (pderiv i (p ^ (n + 2))) =
      ((n : MvPolynomial σ R) + 2) * p ^ (n + 1) * pderiv i (pderiv i p)
        + ((n : MvPolynomial σ R) + 2) * ((n : MvPolynomial σ R) + 1) * p ^ n
          * (pderiv i p) ^ 2 := by
    intro i
    rw [h1 i (n + 1), map_nsmul, pderiv_mul, h1 i n]
    simp only [nsmul_eq_mul]
    push_cast
    ring
  unfold laplacian gradSq
  rw [Finset.sum_congr rfl fun i _ => h2 i, Finset.sum_add_distrib,
    ← Finset.mul_sum, ← Finset.mul_sum]

/-- For a harmonic polynomial over an integral domain of characteristic zero, a power `n ≥ 2` is
harmonic exactly when the squared gradient vanishes. -/
theorem laplacian_pow_eq_zero_iff [IsDomain R] [CharZero R] {p : MvPolynomial σ R}
    (hp : laplacian p = 0) {n : ℕ} (hn : 2 ≤ n) :
    laplacian (p ^ n) = 0 ↔ gradSq p = 0 := by
  obtain ⟨k, rfl⟩ := Nat.exists_eq_add_of_le' hn
  rw [laplacian_pow, hp, mul_zero, zero_add]
  constructor
  · intro h
    rcases mul_eq_zero.1 h with h | h
    · have hc : ((k : MvPolynomial σ R) + 2) * ((k : MvPolynomial σ R) + 1) ≠ 0 := by
        exact_mod_cast (by positivity : (k + 2) * (k + 1) ≠ 0)
      have hpk : p ^ k = 0 := (mul_eq_zero.1 h).resolve_left hc
      have h0 : p = 0 := by
        by_contra hne
        exact pow_ne_zero k hne hpk
      simp [h0, gradSq]
    · exact h
  · intro h
    rw [h, mul_zero]

/-- If a polynomial is harmonic and its squared gradient vanishes, then all its powers
are harmonic. -/
theorem all_powers_harmonic {p : MvPolynomial σ R}
    (hp : laplacian p = 0) (hg : gradSq p = 0) (k : ℕ) : laplacian (p ^ k) = 0 := by
  match k with
  | 0 => simp [laplacian]
  | 1 => rw [pow_one, hp]
  | m + 2 => rw [laplacian_pow, hp, hg, mul_zero, mul_zero, add_zero]

omit [Fintype σ] in
/-- Differentiating along `x_i` lowers the exponent of `x_i` by one and multiplies the
coefficient by the old exponent. -/
theorem coeff_partial (p : MvPolynomial σ R) (m : σ →₀ ℕ) (i : σ) :
    coeff m (pderiv i p) = coeff (m + Finsupp.single i 1) p * ((m i : R) + 1) := by
  classical
  induction p using MvPolynomial.induction_on'
  · rename_i u a
    rw [pderiv_monomial, coeff_monomial, coeff_monomial]
    by_cases h : u = m + Finsupp.single i 1
    · subst h
      simp
    · rw [if_neg h, zero_mul]
      split_ifs with h'
      · have hu : u i = 0 := by
          by_contra hu
          apply h
          rw [← h']
          exact (tsub_add_cancel_of_le
            (Finsupp.single_le_iff.2 (Nat.one_le_iff_ne_zero.2 hu))).symm
        simp [hu]
      · rfl
  · rename_i p q hp hq
    rw [map_add, coeff_add, coeff_add, hp, hq, add_mul]

omit [Fintype σ] in
/-- Over an integral domain of characteristic zero, a polynomial whose partial derivatives all
vanish is constant. -/
theorem constant_of_gradient_zero [IsDomain R] [CharZero R] {p : MvPolynomial σ R}
    (h : ∀ i, pderiv i p = 0) : p = C (coeff 0 p) := by
  classical
  ext m
  rw [coeff_C]
  split_ifs with hm
  · rw [← hm]
  · -- some variable occurs in the monomial, so differentiate along it
    obtain ⟨i, hi⟩ : ∃ i, m i ≠ 0 := by
      by_contra hc
      refine hm (Finsupp.ext fun i => ?_)
      by_contra h0
      exact hc ⟨i, fun e => h0 (by simp [e])⟩
    have hk := coeff_partial p (m - Finsupp.single i 1) i
    rw [h i, coeff_zero, tsub_add_cancel_of_le
      (Finsupp.single_le_iff.2 (Nat.one_le_iff_ne_zero.2 hi))] at hk
    rcases mul_eq_zero.1 hk.symm with h0 | h0
    · exact h0
    · exact absurd h0 (Nat.cast_add_one_ne_zero _)

/-- A real polynomial and its `n`-th power, for a given `n ≥ 2`, are both harmonic exactly
when the polynomial is constant. -/
theorem real_harmonic_pow_iff_constant (p : MvPolynomial σ ℝ) {n : ℕ} (hn : 2 ≤ n) :
    (laplacian p = 0 ∧ laplacian (p ^ n) = 0) ↔ ∃ c : ℝ, p = C c := by
  constructor
  · rintro ⟨hp, hpn⟩
    have hg := (laplacian_pow_eq_zero_iff hp hn).1 hpn
    refine ⟨coeff 0 p, constant_of_gradient_zero fun i => ?_⟩
    -- at each point a sum of real squares vanishes, so each square does
    apply MvPolynomial.funext
    intro x
    have hx : ∑ j, (eval x (pderiv j p)) ^ 2 = 0 := by
      have := congrArg (eval x) hg
      simpa only [gradSq, map_sum, map_pow, map_zero] using this
    have hi := (Finset.sum_eq_zero_iff_of_nonneg
      (fun j _ => sq_nonneg (eval x (pderiv j p)))).1 hx i (Finset.mem_univ i)
    rw [map_zero]
    by_contra hne
    exact pow_ne_zero 2 hne hi
  · rintro ⟨c, rfl⟩
    refine ⟨by simp [laplacian], ?_⟩
    rw [← C_pow]
    simp [laplacian]

/-- If a real polynomial and its square are both harmonic, the polynomial is constant. -/
theorem real_harmonic_sq_constant (p : MvPolynomial σ ℝ)
    (hp : laplacian p = 0) (hp2 : laplacian (p ^ 2) = 0) : ∃ c : ℝ, p = C c :=
  (real_harmonic_pow_iff_constant p le_rfl).1 ⟨hp, hp2⟩

/-- Over the complex numbers, for two different coordinates, every power of `x_i + i x_j`
is harmonic, and `x_i + i x_j` is not constant. -/
theorem complex_powers_harmonic {i j : σ} (hij : i ≠ j) :
    (∀ n : ℕ, laplacian (isotropicForm i j ^ n) = 0) ∧
      ∀ c : ℂ, isotropicForm i j ≠ C c := by
  classical
  have hk : ∀ k : σ, pderiv k (isotropicForm i j) =
      (if i = k then 1 else 0) + C Complex.I * (if j = k then 1 else 0) := by
    intro k
    rw [isotropicForm, map_add, pderiv_mul, pderiv_C, zero_mul, zero_add,
      pderiv_X, pderiv_X, Pi.single_apply, Pi.single_apply]
  have hI : (C Complex.I : MvPolynomial σ ℂ) ^ 2 = -1 := by
    rw [← C_pow, Complex.I_sq, map_neg, map_one]
  constructor
  · apply all_powers_harmonic
    · refine Finset.sum_eq_zero fun k _ => ?_
      rw [hk]
      split_ifs <;> simp
    · -- the two nonzero squares are 1 and -1
      have hs : ∀ k : σ, (pderiv k (isotropicForm i j)) ^ 2 =
          (if i = k then 1 else 0) - (if j = k then 1 else 0) := by
        intro k
        rw [hk]
        by_cases h1 : i = k
        · have h2 : ¬ j = k := fun h => hij (h1.trans h.symm)
          simp [h1, h2]
        · by_cases h2 : j = k
          · rw [if_neg h1, if_pos h2, zero_add, mul_one, hI, zero_sub]
          · simp [h1, h2]
      rw [gradSq, Finset.sum_congr rfl fun k _ => hs k, Finset.sum_sub_distrib]
      simp
  · intro c hc
    have h := congrArg (pderiv i) hc
    rw [hk, pderiv_C, if_pos rfl, if_neg hij.symm, mul_zero, add_zero] at h
    exact one_ne_zero h

end

end HarmonicPowers
```

```lean
#print axioms HarmonicPowers.real_harmonic_pow_iff_constant
-- 'HarmonicPowers.real_harmonic_pow_iff_constant' depends on axioms: [propext, Classical.choice, Quot.sound]
#print axioms HarmonicPowers.real_harmonic_sq_constant
-- 'HarmonicPowers.real_harmonic_sq_constant' depends on axioms: [propext, Classical.choice, Quot.sound]
#print axioms HarmonicPowers.complex_powers_harmonic
-- 'HarmonicPowers.complex_powers_harmonic' depends on axioms: [propext, Classical.choice, Quot.sound]
```

## Scope of the theorems

`MvPolynomial σ R` is the type of formal polynomials with coordinates labelled by the finite type `σ` and coefficients in `R`. `laplacian` is $\Delta$ in Cartesian coordinates, `gradSq` is $G$, and `C c` is the constant polynomial $c$. `real_harmonic_pow_iff_constant` says that, for one given `n ≥ 2`, a real `p` and `p ^ n` are both harmonic exactly when `p` is constant; `real_harmonic_sq_constant` is the case of the square. `complex_powers_harmonic` covers all powers of $\ell$ and its nonconstancy.

The theorems concern exact polynomials. They do not treat Gaussian or other radial factors, general harmonic functions on a region, or rounding errors, and they give no bound for a polynomial that is only nearly harmonic.

## How the proof follows the derivation

- `laplacian_pow` proves the identity one direction at a time, with `ring` collecting the terms before the sum.
- `laplacian_pow_eq_zero_iff` writes the exponent as `k + 2` and splits the vanishing product with `mul_eq_zero`.
- `all_powers_harmonic` treats exponents 0 and 1 separately and uses the identity for the rest.
- `coeff_partial` proves the coefficient formula by induction over monomials and sums; `constant_of_gradient_zero` applies it to each nonzero exponent vector.
- The real theorem evaluates `gradSq p = 0` at each point, separates the squares with `Finset.sum_eq_zero_iff_of_nonneg`, and returns to polynomials by `MvPolynomial.funext`.
- The complex theorem computes the derivatives of $\ell$ by cases on the coordinate.
